# Quadratic k·p Hamiltonians equal at zero field can differ by any constant Hermitian matrix in a uniform magnetic field

When a quadratic k·p Hamiltonian has been fitted to zero-field bands and is next used for Landau levels, the part of its coefficients that is antisymmetric in the spatial indices has to come from another source, such as a symmetry argument, a microscopic calculation or a measurement in a field. The fit is blind to it. In this non-interacting model, with Hermiticity as the only constraint on the coefficients, the missing part can add any constant Hermitian matrix to the Hamiltonian in the field.

## Wave numbers commute, kinetic operators do not

For each pair of directions i, j let X_ij be a complex matrix acting on the band index. At zero field the Hamiltonian at a real wave vector k is

H_X(k) = Σ_ij k_i k_j X_ij.

In a magnetic field the components k_i are replaced by operators K_i, and the Hamiltonian becomes

F_X = Σ_ij X_ij ⊗ K_i K_j.

Let Y be a second set of coefficients and put Z = X − Y. Both expressions are linear in the coefficients, so H_X and H_Y agree at every k exactly when H_Z(k) = 0 for every k.

Suppose that this holds. The unit vector k = e_i gives Z_ii = 0. The sum k = e_i + e_j gives

Z_ii + Z_ij + Z_ji + Z_jj = 0,

and hence Z_ij = −Z_ji. Conversely, if Z_ij = −Z_ji, exchanging the names of the summation indices gives

H_Z(k) = Σ_ij k_j k_i Z_ji = −Σ_ij k_i k_j Z_ij = −H_Z(k),

so H_Z(k) = 0.

The same exchange in the field keeps track of the operator order:

F_X − F_Y = Σ_ij Z_ij ⊗ K_i K_j = −Σ_ij Z_ij ⊗ K_j K_i.

The average of the two forms is

F_X − F_Y = ½ Σ_ij Z_ij ⊗ [K_i, K_j].

For an electron of charge −e, K = −i∇ + a, where a is the vector potential times e/ħ. Let B = ∇ × a, which is the magnetic field in units of ħ/e, and take it to be uniform. Then

[K_x, K_y] = −i(∂_x a_y − ∂_y a_x) = −i B_z,

and cyclically. In the double sum the diagonal terms vanish. The terms (i, j) and (j, i) are equal, because both factors change sign, and this cancels the ½:

F_X − F_Y = −i(B_x Z_yz + B_y Z_zx + B_z Z_xy) ⊗ 1.

This is a Zeeman-like term, linear in B and constant in space.

Now fix B ≠ 0, a Hermitian matrix G, and coefficients with X_ij† = X_ji. Set Y_ij = X_ij + i w_ij G, where w is real and antisymmetric with

w_yz = B_x/|B|², w_zx = B_y/|B|², w_xy = B_z/|B|².

The added part is antisymmetric, so the zero-field Hamiltonian is unchanged. Since (i w_ij G)† = −i w_ij G = i w_ji G, Y obeys the same Hermiticity condition as X. In the field,

F_Y − F_X = −i · i (B_x² + B_y² + B_z²)/|B|² G ⊗ 1 = G ⊗ 1.

## Two bands with the field along z

Take B = (0, 0, 2), G = σ_z = diag(1, −1), and X_ij = δ_ij times the 2×2 unit matrix. Then w_xy = 2/4 = ½, so Y differs from X only in

Y_xy = (i/2) σ_z, Y_yx = −(i/2) σ_z.

At zero field these two terms cancel, and both Hamiltonians give two degenerate bands k². In the field they add

(i/2) σ_z ⊗ [K_x, K_y] = (i/2)(−2i) σ_z ⊗ 1 = σ_z ⊗ 1.

At k_z = 0 the usual oscillator spectrum of K_x² + K_y² is 2, 6, 10, …, each level doubled by the band index. With Y these levels split into 1 and 3, 5 and 7, 9 and 11, and so on.

## Band matrices and an operator algebra

In Lean 4 with Mathlib:

```lean
import Mathlib

open Matrix Complex
open scoped TensorProduct

namespace HiddenMagneticInvariants

noncomputable section

variable {ι m A : Type*} [Fintype ι] [Ring A] [Algebra ℂ A]
```

The type `ι` labels spatial directions and is finite, while `m` labels bands and is not a mass. The letter `A` denotes the algebra to which the operators K_i belong, not the vector potential. It can be any complex algebra with a unit.

```lean
/-- The zero-field band Hamiltonian `∑ X_ij k_i k_j` at a real wave vector `k`. -/
def blochHam (X : ι → ι → Matrix m m ℂ) (k : ι → ℝ) : Matrix m m ℂ :=
  ∑ i, ∑ j, (k i * k j) • X i j
```

`blochHam X k` is H_X(k). It contains only the quadratic term, with no constant or linear part.

```lean
/-- The Hamiltonian `∑ X_ij ⊗ K_i K_j`, in which operators `K_i` replace the components of
the wave vector. -/
def fieldHam (X : ι → ι → Matrix m m ℂ) (K : ι → A) : Matrix m m ℂ ⊗[ℂ] A :=
  ∑ i, ∑ j, X i j ⊗ₜ[ℂ] (K i * K j)
```

`fieldHam X K` is F_X. The order `K i * K j` matters here, and it is tied to the order of the indices on `X i j`.

```lean
/-- The commutation relations `[K_x, K_y] = -i B_z` and cyclic of the kinetic wave vector of a
particle of charge `-e` in a uniform magnetic field `B`, measured in units of `ħ/e`. -/
def IsKineticWaveVector (B : Fin 3 → ℝ) (K : Fin 3 → A) : Prop :=
  K 0 * K 1 - K 1 * K 0 = (-(I * (B 2 : ℂ))) • (1 : A) ∧
  K 1 * K 2 - K 2 * K 1 = (-(I * (B 0 : ℂ))) • (1 : A) ∧
  K 2 * K 0 - K 0 * K 2 = (-(I * (B 1 : ℂ))) • (1 : A)
```

The indices 0, 1, 2 stand for x, y, z. `IsKineticWaveVector B K` postulates the three commutators derived above, and thereby a uniform field and the sign convention for charge −e. No Hilbert space or adjoint on `A` is assumed.

## Antisymmetry and the commutator term

```lean
/-- A quadratic band Hamiltonian vanishes at every real wave vector exactly when its
coefficient matrices are antisymmetric in the spatial indices. -/
theorem blochHam_eq_zero_iff (Z : ι → ι → Matrix m m ℂ) :
    (∀ k, blochHam Z k = 0) ↔ ∀ i j, Z i j = -Z j i := by
  classical
  constructor
  · intro h i j
    have key : ∀ k : ι → ℝ, ∑ a, k a • ∑ b, k b • Z a b = 0 := by
      intro k
      rw [← h k]
      simp only [blochHam, Finset.smul_sum, mul_smul]
    -- wave vectors along one axis remove the diagonal coefficients
    have diag : ∀ a, Z a a = 0 := by
      intro a
      simpa [Pi.single_apply, ite_smul] using key (Pi.single a 1)
    -- a wave vector along the sum of two axes relates the mixed coefficients
    have pick : ∀ f : ι → Matrix m m ℂ,
        ∑ a, ((if a = i then (1 : ℝ) else 0) + (if a = j then (1 : ℝ) else 0)) • f a
          = f i + f j := by
      intro f
      simp only [add_smul, Finset.sum_add_distrib, ite_smul, one_smul, zero_smul,
        Finset.sum_ite_eq', Finset.mem_univ, if_true]
    have e : Z i i + Z i j + (Z j i + Z j j) = 0 := by
      have h2 := key fun a => (if a = i then (1 : ℝ) else 0) + (if a = j then (1 : ℝ) else 0)
      simp only [pick] at h2
      exact h2
    rw [diag i, diag j, zero_add, add_zero] at e
    exact eq_neg_of_add_eq_zero_left e
  · intro hZ k
    -- exchanging the summation indices changes the sign
    have hS : blochHam Z k = -blochHam Z k := by
      calc blochHam Z k = ∑ i, ∑ j, (k j * k i) • Z j i := Finset.sum_comm
        _ = -blochHam Z k := by
          simp only [blochHam, ← Finset.sum_neg_distrib]
          refine Finset.sum_congr rfl fun i _ => Finset.sum_congr rfl fun j _ => ?_
          rw [hZ j i, smul_neg, mul_comm (k j) (k i)]
    have hadd : blochHam Z k + blochHam Z k = 0 := eq_neg_iff_add_eq_zero.mp hS
    calc blochHam Z k = (1 / 2 : ℝ) • (blochHam Z k + blochHam Z k) := by module
      _ = 0 := by rw [hadd, smul_zero]
```

The theorem says that H_Z vanishes at all real k if and only if Z_ij = −Z_ji. In the forward direction, `key` writes the double sum as nested single sums. `diag` inserts the unit vector `Pi.single a 1`, and `pick` evaluates sums weighted by the components of e_i + e_j. Applied to both the inner and the outer sum, it gives the four-term equation `e`. In the reverse direction, `Finset.sum_comm` exchanges the indices and yields H_Z = −H_Z.

```lean
/-- Two sets of coefficients give the same zero-field Hamiltonian at every real wave vector
exactly when their difference `Z` obeys `Z_ij = -Z_ji`. -/
theorem zero_field_agree_iff (X Y : ι → ι → Matrix m m ℂ) :
    (∀ k, blochHam X k = blochHam Y k) ↔ ∀ i j, (X - Y) i j = -(X - Y) j i := by
  rw [← blochHam_eq_zero_iff]
  refine forall_congr' fun k => ?_
  have hsub : blochHam (X - Y) k = blochHam X k - blochHam Y k := by
    simp only [blochHam, Pi.sub_apply, smul_sub, Finset.sum_sub_distrib]
  rw [hsub, sub_eq_zero]
```

Linearity turns agreement of H_X and H_Y into the vanishing of H_Z. What is compared is the whole matrix at each k, in a fixed band basis. This is stronger than agreement of the energies alone.

```lean
/-- If two Hamiltonians agree at zero field for every real wave vector, then for any operators
`K_i` they differ by half the sum of `Z_ij ⊗ [K_i, K_j]`, where `Z = X - Y`. -/
theorem magnetic_term {X Y : ι → ι → Matrix m m ℂ} (K : ι → A)
    (h : ∀ k, blochHam X k = blochHam Y k) :
    fieldHam X K - fieldHam Y K =
      (1 / 2 : ℂ) • ∑ i, ∑ j, (X - Y) i j ⊗ₜ[ℂ] (K i * K j - K j * K i) := by
  have hZ := (zero_field_agree_iff X Y).1 h
  have hsub : fieldHam X K - fieldHam Y K = fieldHam (X - Y) K := by
    simp only [fieldHam, Pi.sub_apply, TensorProduct.sub_tmul, Finset.sum_sub_distrib]
  rw [hsub]
  generalize X - Y = Z at hZ ⊢
  -- reversing the operator order is the same as reversing the sign
  have hswap : ∑ i, ∑ j, Z i j ⊗ₜ[ℂ] (K j * K i) = -fieldHam Z K := by
    rw [Finset.sum_comm]
    simp only [fieldHam, ← Finset.sum_neg_distrib]
    refine Finset.sum_congr rfl fun i _ => Finset.sum_congr rfl fun j _ => ?_
    rw [hZ j i, TensorProduct.neg_tmul]
  simp only [TensorProduct.tmul_sub, Finset.sum_sub_distrib]
  rw [hswap]
  change fieldHam Z K = (1 / 2 : ℂ) • (fieldHam Z K - -fieldHam Z K)
  module
```

`magnetic_term` is the commutator formula, for any finite number of directions and any operators K_i, so it does not need a uniform field. The step `hswap` is the index exchange with the operator order reversed, and `module` carries out the averaging.

## A Zeeman-like matrix of free choice

```lean
/-- In a uniform field `B`, two Hamiltonians that agree at zero field differ by the constant
matrix `-i (B_x Z_yz + B_y Z_zx + B_z Z_xy)`, where `Z = X - Y`. -/
theorem zeeman_term {X Y : Fin 3 → Fin 3 → Matrix m m ℂ} {B : Fin 3 → ℝ} {K : Fin 3 → A}
    (hK : IsKineticWaveVector B K) (h : ∀ k, blochHam X k = blochHam Y k) :
    fieldHam X K - fieldHam Y K =
      ((-I) • ((B 0 : ℂ) • (X - Y) 1 2 + (B 1 : ℂ) • (X - Y) 2 0
        + (B 2 : ℂ) • (X - Y) 0 1)) ⊗ₜ[ℂ] (1 : A) := by
  have hZ := (zero_field_agree_iff X Y).1 h
  rw [magnetic_term K h]
  generalize X - Y = Z at hZ ⊢
  obtain ⟨h01, h12, h20⟩ := hK
  have h10 : K 1 * K 0 - K 0 * K 1 = (I * (B 2 : ℂ)) • (1 : A) := by
    rw [← neg_sub, h01, ← neg_smul, neg_neg]
  have h21 : K 2 * K 1 - K 1 * K 2 = (I * (B 0 : ℂ)) • (1 : A) := by
    rw [← neg_sub, h12, ← neg_smul, neg_neg]
  have h02 : K 0 * K 2 - K 2 * K 0 = (I * (B 1 : ℂ)) • (1 : A) := by
    rw [← neg_sub, h20, ← neg_smul, neg_neg]
  simp only [Fin.sum_univ_three, sub_self, TensorProduct.tmul_zero, h01, h12, h20, h10, h21,
    h02, hZ 1 0, hZ 2 1, hZ 0 2, TensorProduct.tmul_smul, TensorProduct.neg_tmul,
    TensorProduct.add_tmul, ← TensorProduct.smul_tmul']
  module
```

In three dimensions with a uniform field, the commutator sum becomes one band matrix tensored with the identity. The proof obtains the three reversed commutators, expands the nine terms with `Fin.sum_univ_three`, and uses `hZ` to express everything through `Z 1 2`, `Z 2 0` and `Z 0 1`, that is Z_yz, Z_zx and Z_xy.

```lean
/-- For finitely many bands, a non-zero band matrix `G` gives a non-zero operator `G ⊗ 1` when the
operator algebra is non-trivial. -/
theorem band_matrix_tmul_one_ne_zero [Fintype m] [DecidableEq m] [Nontrivial A]
    {G : Matrix m m ℂ} (hG : G ≠ 0) : G ⊗ₜ[ℂ] (1 : A) ≠ 0 := by
  intro h
  have inj : Function.Injective
      (Algebra.TensorProduct.includeLeft : Matrix m m ℂ →ₐ[ℂ] Matrix m m ℂ ⊗[ℂ] A) :=
    Algebra.TensorProduct.includeLeft_injective (algebraMap ℂ A).injective
  apply hG
  apply inj
  rw [map_zero]
  exact h
```

For finitely many bands and a non-trivial algebra, meaning 1 ≠ 0 in `A`, a non-zero G gives a non-zero term in the field. The proof uses the injectivity of the map G ↦ G ⊗ 1.

```lean
/-- In a non-zero uniform field, any Hermitian matrix `G` is the difference between a given
Hamiltonian with `X_ij† = X_ji` and another of the same kind that agrees with it at zero field
for every real wave vector. -/
theorem zero_field_leaves_zeeman_free {B : Fin 3 → ℝ} (hB : B ≠ 0) {K : Fin 3 → A}
    (hK : IsKineticWaveVector B K) {X : Fin 3 → Fin 3 → Matrix m m ℂ}
    (hX : ∀ i j, (X i j)ᴴ = X j i) {G : Matrix m m ℂ} (hG : G.IsHermitian) :
    ∃ Y : Fin 3 → Fin 3 → Matrix m m ℂ, (∀ i j, (Y i j)ᴴ = Y j i) ∧
      (∀ k, blochHam Y k = blochHam X k) ∧
      fieldHam Y K - fieldHam X K = G ⊗ₜ[ℂ] (1 : A) := by
  have hs : B 0 ^ 2 + B 1 ^ 2 + B 2 ^ 2 ≠ 0 := by
    intro h
    have h0 : B 0 = 0 := by nlinarith [sq_nonneg (B 0), sq_nonneg (B 1), sq_nonneg (B 2)]
    have h1 : B 1 = 0 := by nlinarith [sq_nonneg (B 0), sq_nonneg (B 1), sq_nonneg (B 2)]
    have h2 : B 2 = 0 := by nlinarith [sq_nonneg (B 0), sq_nonneg (B 1), sq_nonneg (B 2)]
    apply hB
    funext i
    fin_cases i
    exacts [h0, h1, h2]
  -- the antisymmetric tensor dual to `B / |B|²`
  obtain ⟨w, hanti, hw⟩ : ∃ w : Fin 3 → Fin 3 → ℝ, (∀ i j, w i j = -w j i) ∧
      B 0 * w 1 2 + B 1 * w 2 0 + B 2 * w 0 1 = 1 := by
    refine ⟨fun i j => !![0, B 2, -B 1; -B 2, 0, B 0; B 1, -B 0, 0] i j /
      (B 0 ^ 2 + B 1 ^ 2 + B 2 ^ 2), ?_, ?_⟩
    · intro i j
      fin_cases i <;> fin_cases j <;> simp [neg_div]
    · rw [← div_self hs]
      simp
      ring
  have hdiff : (X + fun i j => (I * (w i j : ℂ)) • G) - X = fun i j => (I * (w i j : ℂ)) • G :=
    add_sub_cancel_left _ _
  have hzero : ∀ k, blochHam (X + fun i j => (I * (w i j : ℂ)) • G) k = blochHam X k := by
    rw [zero_field_agree_iff, hdiff]
    intro i j
    simp only [hanti i j, ofReal_neg, mul_neg, neg_smul]
  refine ⟨X + fun i j => (I * (w i j : ℂ)) • G, ?_, hzero, ?_⟩
  · intro i j
    simp [conjTranspose_add, conjTranspose_smul, hX, hG.eq, hanti j i, mul_comm]
  · rw [zeeman_term hK hzero, hdiff]
    have hwC : (B 0 : ℂ) * w 1 2 + B 1 * w 2 0 + B 2 * w 0 1 = 1 := by exact_mod_cast hw
    have hc : -I * ((B 0 : ℂ) * (I * w 1 2) + B 1 * (I * w 2 0) + B 2 * (I * w 0 1)) = 1 := by
      linear_combination hwC -
        ((B 0 : ℂ) * w 1 2 + B 1 * w 2 0 + B 2 * w 0 1) * I_sq
    simp only [smul_smul, ← add_smul]
    rw [hc, one_smul]
```

Given B ≠ 0, operators with the kinetic commutators, coefficients with `(X i j)ᴴ = X j i` and a Hermitian G, the theorem supplies a Y of the same kind. It has the same zero-field Hamiltonian, and F_Y − F_X = G ⊗ 1. The difference is taken in the order Y − X, opposite to the preceding theorems. The condition on X relates `X i j` to `X j i` and does not ask each matrix to be Hermitian; it makes F_X formally self-adjoint when the K_i are self-adjoint.

The proof first shows |B|² ≠ 0 (`hs`), then builds w as an explicit 3×3 array divided by |B|². The property `hw` is the normalisation B_x w_yz + B_y w_zx + B_z w_xy = 1. `hzero` establishes agreement at zero field, after which `zeeman_term` applies, and `hc` evaluates the remaining factor −i · i = 1.

Y is chosen for one given B. If Y is then kept and the field changed to B′, the Zeeman formula gives the difference (B·B′/|B|²) G ⊗ 1. Time reversal and the point group of a crystal, which are not imposed here, can restrict the allowed Z further. The replacement of k by K is an assumption of the model: the theorems take F_X as the Hamiltonian in the field and do not derive it from the microscopic one. The Zeeman energy of the bare electron spin is left out of F_X. Adding the same such term to both Hamiltonians would not change their difference.

## Landau-gauge operators on polynomials

```lean
/-- The Landau-gauge operators `-i d/dx`, `b x` and the number `k_z`, acting on polynomials
in `x`, obey the commutation relations for a field `b` along the z axis. -/
theorem isKineticWaveVector_witness (b kz : ℝ) :
    IsKineticWaveVector (A := Module.End ℂ (Polynomial ℂ)) ![0, 0, b]
      ![(-I) • Polynomial.derivative, (b : ℂ) • LinearMap.mulLeft ℂ Polynomial.X,
        (kz : ℂ) • 1] := by
  have hr : ∀ T : Module.End ℂ (Polynomial ℂ),
      T * ((kz : ℂ) • 1) - ((kz : ℂ) • 1) * T = 0 := by
    intro T
    rw [mul_smul_comm, smul_mul_assoc, mul_one, one_mul, sub_self]
  have hl : ∀ T : Module.End ℂ (Polynomial ℂ),
      ((kz : ℂ) • 1) * T - T * ((kz : ℂ) • 1) = 0 := by
    intro T
    rw [← neg_sub, hr, neg_zero]
  refine ⟨?_, (hr _).trans (by simp), (hl _).trans (by simp)⟩
  -- the product rule gives the remaining commutator
  apply LinearMap.ext
  intro p
  change (-I) • Polynomial.derivative ((b : ℂ) • (Polynomial.X * p)) -
    (b : ℂ) • (Polynomial.X * ((-I) • Polynomial.derivative p)) = (-(I * (b : ℂ))) • p
  rw [Polynomial.derivative_smul, Polynomial.derivative_mul, Polynomial.derivative_X, one_mul,
    mul_smul_comm]
  module

end

end HiddenMagneticInvariants
```

For a field b along z, the operators −i d/dx, bx and the number k_z satisfy the required relations. They correspond to a = (0, bx, 0) with the wave number along y set to zero. The facts `hr` and `hl` say that k_z commutes with everything, and the product rule gives the one remaining commutator, −ib. Polynomials are not normalisable states, so this is an instance of the algebra and not a solution for the Landau levels.

```lean
#print axioms HiddenMagneticInvariants.band_matrix_tmul_one_ne_zero
#print axioms HiddenMagneticInvariants.zero_field_leaves_zeeman_free
```

```
'HiddenMagneticInvariants.band_matrix_tmul_one_ne_zero' depends on axioms: [propext, Classical.choice, Quot.sound]
'HiddenMagneticInvariants.zero_field_leaves_zeeman_free' depends on axioms: [propext, Classical.choice, Quot.sound]
```
